# No linear redefinition of polynomial observables turns the Moyal bracket into the Poisson bracket through order $\hbar^2$

Suppose you propagate the moments of a particle in the potential $V=\lambda q^4$, with averages taken over its Wigner function. The equation for the third momentum moment is

$$\frac{d}{dt}\langle p^3\rangle=-12\lambda\langle q^3p^2\rangle+6\hbar^2\lambda\langle q\rangle .$$

The first term comes from the Poisson bracket. The second is a quantum correction, which the Poisson bracket with the same Hamiltonian does not give. Could one keep the classical bracket and put such corrections into the functions that represent the observables? For polynomials in one position and one momentum, no linear redefinition through second order in $\hbar$ does this for all pairs of observables at once.

## Polynomials on phase space and their brackets

```lean
import Mathlib

open MvPolynomial

namespace MoyalNontriviality

noncomputable section
```

These lines load the library Mathlib and give short access to its polynomial notation.

```lean
/-- Polynomial observables on a phase space with one position and one momentum. -/
abbrev Obs := MvPolynomial (Fin 2) ℂ
```

An observable is a polynomial in two variables with complex coefficients. `Fin 2` is the index set $\{0,1\}$.

```lean
/-- The position observable. -/
def q : Obs := X 0
```

Variable 0 is the position $q$.

```lean
/-- The momentum observable. -/
def p : Obs := X 1
```

Variable 1 is the momentum $p$.

```lean
/-- The partial derivative with respect to position. -/
def dq : Derivation ℂ Obs Obs := pderiv 0
```

`dq` is the formal derivative $\partial_q$. The type `Derivation` records that it is linear and obeys the product rule.

```lean
/-- The partial derivative with respect to momentum. -/
def dp : Derivation ℂ Obs Obs := pderiv 1
```

`dp` is $\partial_p$ in the same sense.

```lean
/-- The Poisson bracket. -/
def bracket (f g : Obs) : Obs := dq f * dp g - dp f * dq g
```

This is $\{f,g\}=f_qg_p-f_pg_q$, with the sign convention $\{q,p\}=1$.

```lean
/-- The cubic bracket P3 of the first quantum correction. -/
def cubic (f g : Obs) : Obs :=
  dq (dq (dq f)) * dp (dp (dp g)) - 3 * (dq (dq (dp f)) * dq (dp (dp g)))
    + 3 * (dq (dp (dp f)) * dq (dq (dp g))) - dp (dp (dp f)) * dq (dq (dq g))
```

In subscript notation,
$$P_3(f,g)=f_{qqq}g_{ppp}-3f_{qqp}g_{qpp}+3f_{qpp}g_{qqp}-f_{ppp}g_{qqq}.$$

```lean
/-- The first-order change of the Poisson bracket produced by a linear map `D` of observables. -/
def coboundary (D : Obs →ₗ[ℂ] Obs) (f g : Obs) : Obs :=
  bracket (D f) g + bracket f (D g) - D (bracket f g)
```

The type `Obs →ₗ[ℂ] Obs` is that of complex-linear maps from observables to observables. $D$ need not be a differential operator. If $T=1+\varepsilon D$, then to first order in $\varepsilon$
$$T^{-1}\{Tf,Tg\}=\{f,g\}+\varepsilon\big(\{Df,g\}+\{f,Dg\}-D\{f,g\}\big).$$
The coboundary is thus the change of the bracket that comes from relabelling alone.

```lean
/-- The Moyal bracket through second order in Planck's constant. -/
def moyal (hbar : ℂ) (f g : Obs) : Obs :=
  bracket f g - (hbar ^ 2 / 24) • cubic f g
```

This is the Moyal bracket truncated after its first correction, $\{f,g\}-\frac{\hbar^2}{24}P_3(f,g)$; the omitted terms start at $\hbar^4$. The symbol `•` multiplies a polynomial by a number. For $H=p^2/2m+V(q)$, with mass $m$, the equation of motion of an observable $A$ becomes
$$\dot A=\{A,H\}+\frac{\hbar^2}{24}V'''A_{ppp}.$$
The last term is the correction to the classical right-hand side. With $A=p^3$ and $V=\lambda q^4$ it gives the $6\hbar^2\lambda q$ of the opening example.

```lean
/-- A redefinition of observables through second order in Planck's constant. -/
def redefine (D₁ D₂ : Obs →ₗ[ℂ] Obs) (hbar : ℂ) (f : Obs) : Obs :=
  f + hbar • D₁ f + hbar ^ 2 • D₂ f
```

A redefinition replaces $f$ by $T_\hbar f=f+\hbar D_1f+\hbar^2D_2f$. Gaussian smoothing from Weyl to Husimi symbols, in units where coherent states have equal widths in $q$ and $p$, has this form through second order, with $D_1=\Delta/4$, $D_2=\Delta^2/32$ and $\Delta=\partial_q^2+\partial_p^2$.

## The correction respects the Jacobi identity

```lean
/-- The partial derivatives of the position and momentum observables. -/
theorem coord_derivs : dq q = 1 ∧ dq p = 0 ∧ dp q = 0 ∧ dp p = 1 := by
  simp [dq, dp, q, p, pderiv_X]
```

These are $q_q=p_p=1$ and $q_p=p_q=0$. The tactic `simp` finds them by simplification.

```lean
/-- Partial derivatives with respect to position and momentum commute. -/
theorem dp_dq (f : Obs) : dp (dq f) = dq (dp f) := by
  have h : ⁅dp, dq⁆ = 0 := by
    apply MvPolynomial.derivation_ext
    intro i
    fin_cases i <;> simp [Derivation.commutator_apply, dq, dp, pderiv_X]
  have hf := congrArg (fun E : Derivation ℂ Obs Obs => E f) h
  simp only [Derivation.commutator_apply, Derivation.zero_apply] at hf
  exact sub_eq_zero.mp hf
```

Mixed derivatives commute. The commutator of two derivations is again a derivation, and this one vanishes on both variables, so it vanishes on every polynomial.

```lean
set_option maxHeartbeats 400000 in
/-- The cubic bracket satisfies the cocycle identity, which is the Jacobi identity at first order
in the deformation. -/
theorem cubic_cocycle (f g h : Obs) :
    (bracket (cubic f g) h + cubic (bracket f g) h)
      + (bracket (cubic g h) f + cubic (bracket g h) f)
      + (bracket (cubic h f) g + cubic (bracket h f) g) = 0 := by
  have e : (3 : Obs) = 1 + 1 + 1 := by norm_num
  have hq : dq (3 : Obs) = 0 := by
    rw [e]; simp only [map_add, Derivation.map_one_eq_zero, add_zero]
  have hp : dp (3 : Obs) = 0 := by
    rw [e]; simp only [map_add, Derivation.map_one_eq_zero, add_zero]
  simp only [cubic, bracket, map_add, map_sub, Derivation.leibniz, smul_eq_mul, dp_dq, hq, hp]
  ring
```

If $\{f,g\}+\varepsilon P_3(f,g)$ is to satisfy the Jacobi identity at first order in $\varepsilon$, the displayed cyclic sum must vanish.

By hand, let vectors $a,b,c$ stand for the derivatives acting on $f,g,h$, and put $\omega(a,b)=a_qb_p-a_pb_q$. The Poisson bracket corresponds to $\omega$ and $P_3$ to $\omega^3$. A derivative of a product of $f$ and $g$ acts as $a+b$. With $x=\omega(a,b)$, $y=\omega(b,c)$ and $z=\omega(c,a)$, we have $\omega(a+b,c)=y-z$, so the sum is
$$\sum_{\rm cyc}\big[x^3(y-z)+x(y-z)^3\big].$$
Expanding the second part gives
$$x(y-z)^3=xy^3-xz^3-3xyz(y-z).$$
The terms with $xyz$ cancel in the cyclic sum, and what remains is $\sum_{\rm cyc}(x^3z-x^3y)$, the negative of the first part.

Lean takes the direct route: it expands all derivatives by the product rule, puts mixed derivatives in one order with `dp_dq`, and lets `ring` verify the cancellation.

## Two pairs of cubic monomials decide the question

```lean
/-- On two pairs of cubic monomials, the indicated combination of cubic brackets equals 72. -/
theorem cubic_combination :
    cubic (q ^ 3) (p ^ 3) - 3 * cubic (q ^ 2 * p) (q * p ^ 2) = 72 := by
  obtain ⟨h1, h2, h3, h4⟩ := coord_derivs
  simp only [cubic, pow_succ, pow_zero, one_mul, Derivation.leibniz, smul_eq_mul, h1, h2, h3, h4,
    map_add, map_zero, Derivation.map_one_eq_zero, mul_zero, mul_one, add_zero, zero_add]
  ring
```

Only one term of $P_3$ survives for each pair:
$$P_3(q^3,p^3)=6\cdot6=36,\qquad P_3(q^2p,qp^2)=-3\cdot2\cdot2=-12.$$
Hence the combination is $36+36=72$.

```lean
/-- For every linear map of observables, the same combination of coboundaries vanishes at the
origin of phase space. -/
theorem coboundary_combination (D : Obs →ₗ[ℂ] Obs) :
    constantCoeff (coboundary D (q ^ 3) (p ^ 3)
      - 3 * coboundary D (q ^ 2 * p) (q * p ^ 2)) = 0 := by
  obtain ⟨h1, h2, h3, h4⟩ := coord_derivs
  have hq : constantCoeff q = 0 := by simp [q]
  have hp : constantCoeff p = 0 := by simp [p]
  -- The two Poisson brackets are proportional, so the terms `D {f, g}` cancel.
  have hb : bracket (q ^ 3) (p ^ 3) = bracket (q ^ 2 * p) (q * p ^ 2)
      + bracket (q ^ 2 * p) (q * p ^ 2) + bracket (q ^ 2 * p) (q * p ^ 2) := by
    simp only [bracket, pow_succ, pow_zero, one_mul, Derivation.leibniz, smul_eq_mul,
      h1, h2, h3, h4]
    ring
  have hD : D (bracket (q ^ 3) (p ^ 3)) = D (bracket (q ^ 2 * p) (q * p ^ 2))
      + D (bracket (q ^ 2 * p) (q * p ^ 2)) + D (bracket (q ^ 2 * p) (q * p ^ 2)) := by
    rw [hb, map_add, map_add]
  simp only [coboundary]
  rw [hD]
  generalize D (bracket (q ^ 2 * p) (q * p ^ 2)) = B
  -- Gradients of cubic monomials vanish at the origin.
  simp only [bracket, pow_succ, pow_zero, one_mul, Derivation.leibniz, smul_eq_mul,
    h1, h2, h3, h4, map_add, map_sub, map_mul, map_zero, map_one, map_ofNat, hq, hp,
    mul_zero, zero_mul]
  ring
```

`constantCoeff` takes the constant term, which is the value at $q=p=0$. The classical brackets are
$$\{q^3,p^3\}=9q^2p^2,\qquad \{q^2p,qp^2\}=4q^2p^2-q^2p^2=3q^2p^2.$$
The first is three times the second, so linearity cancels the terms $D\{f,g\}$ in the combination. This leaves
$$\{Dq^3,p^3\}+\{q^3,Dp^3\}-3\{D(q^2p),qp^2\}-3\{q^2p,D(qp^2)\}.$$
Each bracket contains first derivatives of a cubic monomial. These are quadratic and vanish at the origin, whatever polynomials $D$ produces.

In the proof, `hb` is the proportionality of the brackets and `hD` is its image under $D$. The final simplification evaluates everything at the origin.

```lean
/-- A multiple of the cubic bracket is the coboundary of a linear map exactly when the
multiple is zero. -/
theorem smul_cubic_coboundary_iff (c : ℂ) :
    (∃ D : Obs →ₗ[ℂ] Obs, ∀ f g, c • cubic f g = coboundary D f g) ↔ c = 0 := by
  constructor
  · rintro ⟨D, hD⟩
    have h0 := coboundary_combination D
    have e : c • cubic (q ^ 3) (p ^ 3) - 3 * (c • cubic (q ^ 2 * p) (q * p ^ 2))
        = C c * 72 := by
      simp only [smul_eq_C_mul]
      linear_combination C c * cubic_combination
    rw [← hD, ← hD, e, map_mul, constantCoeff_C, map_ofNat] at h0
    simpa using h0
  · rintro rfl
    exact ⟨0, fun f g => by simp [coboundary, bracket]⟩
```

The statement says that $cP_3$ is a coboundary exactly when $c=0$. If it is one, the combination equals $72c$ by the first calculation and vanishes at the origin by the second, so $c=0$. Conversely, for $c=0$ the map $D=0$ works.

```lean
/-- No linear map of polynomial observables has the cubic bracket of the first quantum
correction as its coboundary. -/
theorem cubic_not_coboundary :
    ¬ ∃ D : Obs →ₗ[ℂ] Obs, ∀ f g,
      cubic f g = bracket (D f) g + bracket f (D g) - D (bracket f g) := by
  rintro ⟨D, h⟩
  have h1 : (1 : ℂ) = 0 := (smul_cubic_coboundary_iff 1).1
    ⟨D, fun f g => by rw [one_smul]; exact h f g⟩
  exact one_ne_zero h1
```

The symbols `¬ ∃` read "there is no". This is the case $c=1$, with the coboundary written out.

The requirement that one $D$ serve all pairs matters. For the pair $(q^3,p^3)$ alone, take the linear map with $D(q^2p^2)=-4$ and $D=0$ on every other monomial. Its coboundary on this pair is $-D(9q^2p^2)=36$, as required. On $(q^2p,qp^2)$ the same map gives $-D(3q^2p^2)=+12$, where $P_3$ is $-12$.

## Redefinitions through second order

```lean
/-- The Poisson bracket of two observables with first- and second-order corrections, expanded
in powers of Planck's constant. -/
theorem bracket_expand (s : ℂ) (f a b g a' b' : Obs) :
    bracket (f + s • a + s ^ 2 • b) (g + s • a' + s ^ 2 • b')
      = bracket f g + s • (bracket a g + bracket f a')
        + s ^ 2 • (bracket b g + bracket a a' + bracket f b')
        + s ^ 3 • (bracket a b' + bracket b a') + s ^ 4 • bracket b b' := by
  simp only [bracket, map_add, Derivation.map_smul]
  simp only [smul_eq_C_mul, map_pow]
  ring
```

The bracket is linear in each argument, so the product can be multiplied out and sorted by powers of $s$:
$$\begin{aligned}
\{f+sa+s^2b,\;g+sa'+s^2b'\}={}&\{f,g\}+s(\{a,g\}+\{f,a'\})\\
&+s^2(\{b,g\}+\{a,a'\}+\{f,b'\})\\
&+s^3(\{a,b'\}+\{b,a'\})+s^4\{b,b'\}.
\end{aligned}$$

```lean
/-- If a quartic expansion without constant term vanishes for every value of the parameter,
its first- and second-order coefficients vanish. -/
theorem low_orders (A₁ A₂ A₃ A₄ : Obs)
    (h : ∀ s : ℂ, s • A₁ + s ^ 2 • A₂ + s ^ 3 • A₃ + s ^ 4 • A₄ = 0) :
    A₁ = 0 ∧ A₂ = 0 := by
  constructor
  · linear_combination (norm := module) (2 / 3 : ℂ) • h 1 - (2 / 3 : ℂ) • h (-1)
      - (1 / 12 : ℂ) • h 2 + (1 / 12 : ℂ) • h (-2)
  · linear_combination (norm := module) (2 / 3 : ℂ) • h 1 + (2 / 3 : ℂ) • h (-1)
      - (1 / 24 : ℂ) • h 2 - (1 / 24 : ℂ) • h (-2)
```

This lemma justifies comparing powers. Let $h(s)=sA_1+s^2A_2+s^3A_3+s^4A_4$. Then
$$A_1=\tfrac23[h(1)-h(-1)]-\tfrac1{12}[h(2)-h(-2)],$$
$$A_2=\tfrac23[h(1)+h(-1)]-\tfrac1{24}[h(2)+h(-2)].$$
The weights are those of the five-point finite-difference formulas for $h'(0)$ and $h''(0)/2$. If $h$ vanishes everywhere, so do $A_1$ and $A_2$. The tactic `linear_combination` takes these weights and checks the identity.

```lean
/-- No linear redefinition of observables through second order in Planck's constant turns the
Moyal bracket into the Poisson bracket up to terms of third and fourth order. -/
theorem no_redefinition :
    ¬ ∃ D₁ D₂ : Obs →ₗ[ℂ] Obs, ∀ f g, ∃ R₃ R₄ : Obs, ∀ hbar : ℂ,
      redefine D₁ D₂ hbar (moyal hbar f g)
        = bracket (redefine D₁ D₂ hbar f) (redefine D₁ D₂ hbar g)
          + hbar ^ 3 • R₃ + hbar ^ 4 • R₄ := by
  rintro ⟨D₁, D₂, H⟩
  -- Compare the first and second powers of Planck's constant.
  have key : ∀ f g,
      D₁ (bracket f g) - (bracket (D₁ f) g + bracket f (D₁ g)) = 0 ∧
      D₂ (bracket f g) - (1 / 24 : ℂ) • cubic f g
        - (bracket (D₂ f) g + bracket (D₁ f) (D₁ g) + bracket f (D₂ g)) = 0 := by
    intro f g
    obtain ⟨R₃, R₄, h⟩ := H f g
    refine low_orders _ _
      (-(1 / 24 : ℂ) • D₁ (cubic f g)
        - (bracket (D₁ f) (D₂ g) + bracket (D₂ f) (D₁ g)) - R₃)
      (-(1 / 24 : ℂ) • D₂ (cubic f g) - bracket (D₂ f) (D₂ g) - R₄) (fun s => ?_)
    have hs := h s
    simp only [redefine, bracket_expand, moyal, map_sub, map_smul] at hs
    linear_combination (norm := module) hs
  have h1 : ∀ f g, D₁ (bracket f g) = bracket (D₁ f) g + bracket f (D₁ g) :=
    fun f g => sub_eq_zero.mp (key f g).1
  have hl : ∀ a b g : Obs, bracket (a - (1 / 2 : ℂ) • b) g
      = bracket a g - (1 / 2 : ℂ) • bracket b g := by
    intro a b g
    simp only [bracket, map_sub, Derivation.map_smul]
    simp only [smul_eq_C_mul]
    ring
  have hr : ∀ f a b : Obs, bracket f (a - (1 / 2 : ℂ) • b)
      = bracket f a - (1 / 2 : ℂ) • bracket f b := by
    intro f a b
    simp only [bracket, map_sub, Derivation.map_smul]
    simp only [smul_eq_C_mul]
    ring
  -- By `h1`, `D₁` obeys the product rule for the Poisson bracket, so half its square absorbs `{D₁ f, D₁ g}`.
  have hc : (-(1 / 24) : ℂ) = 0 := (smul_cubic_coboundary_iff _).1
    ⟨D₂ - (1 / 2 : ℂ) • (D₁ ∘ₗ D₁), fun f g => by
      have h11 : D₁ (D₁ (bracket f g)) = bracket (D₁ (D₁ f)) g + bracket (D₁ f) (D₁ g)
          + (bracket (D₁ f) (D₁ g) + bracket f (D₁ (D₁ g))) := by
        rw [h1 f g, map_add, h1 (D₁ f) g, h1 f (D₁ g)]
      simp only [coboundary, LinearMap.sub_apply, LinearMap.smul_apply, LinearMap.comp_apply,
        hl, hr, h11]
      linear_combination (norm := module) (key f g).2⟩
  norm_num at hc

end

end MoyalNontriviality
```

The theorem excludes linear maps $D_1,D_2$ for which every pair $f,g$ has remainders $R_3,R_4$, independent of $\hbar$, with
$$T_\hbar\Big(\{f,g\}-\tfrac{\hbar^2}{24}P_3(f,g)\Big)=\{T_\hbar f,T_\hbar g\}+\hbar^3R_3+\hbar^4R_4$$
for all complex $\hbar$. Here $\hbar$ is a formal parameter, and $D_1,D_2$ do not depend on it.

Assume such maps exist. The first and second powers of $\hbar$ give
$$D_1\{f,g\}=\{D_1f,g\}+\{f,D_1g\},$$
$$D_2\{f,g\}-\tfrac1{24}P_3(f,g)=\{D_2f,g\}+\{D_1f,D_1g\}+\{f,D_2g\}.$$
These two equations are `key`. Applying the first one twice gives
$$D_1^2\{f,g\}=\{D_1^2f,g\}+2\{D_1f,D_1g\}+\{f,D_1^2g\},$$
which is `h11` in the code. Now put $E=D_2-\frac12D_1^2$. The coboundary of $D_2$ is $-\frac1{24}P_3(f,g)-\{D_1f,D_1g\}$, and that of $-\frac12D_1^2$ is $+\{D_1f,D_1g\}$. Their sum is
$$\{Ef,g\}+\{f,Eg\}-E\{f,g\}=-\tfrac1{24}P_3(f,g).$$
By `smul_cubic_coboundary_iff` this would force $-\frac1{24}=0$, a contradiction.

The theorem concerns linear maps on polynomials with one degree of freedom. It leaves open nonlinear redefinitions and corrections fitted to a single Hamiltonian and a few chosen observables.

```lean
#print axioms MoyalNontriviality.cubic_cocycle
#print axioms MoyalNontriviality.cubic_not_coboundary
#print axioms MoyalNontriviality.no_redefinition
```

```
'MoyalNontriviality.cubic_cocycle' depends on axioms: [propext, Classical.choice, Quot.sound]
'MoyalNontriviality.cubic_not_coboundary' depends on axioms: [propext, Classical.choice, Quot.sound]
'MoyalNontriviality.no_redefinition' depends on axioms: [propext, Classical.choice, Quot.sound]
```
